# A quadratic operator in finitely many fermion modes depends on its Nambu matrix $M$ only through $(M-SM^{\mathsf T}S)/2$ and $\operatorname{tr}M$

## Can the double counting in Nambu notation be made exact?

I would like to treat the fermionic modes $c_1,\dots,c_n$ as elements of some complex algebra with an adjoint, known only through their anticommutation relations, and not as particular matrices on Fock space. Stack them into $\Psi=(c_1,\dots,c_n,c_1^*,\dots,c_n^*)$, and let $S$ be the $2n\times 2n$ matrix that swaps the two blocks. Each mode now appears twice, as $c_i$ and as $c_i^*$, so different matrices $M$ can give the same $\sum_{ij}M_{ij}\Psi_i^*\Psi_j$. The claim I know is that $M$ may be replaced by $(M-SM^{\mathsf T}S)/2$ at the cost of a constant $\operatorname{tr}(M)/2$. Does this hold for every complex $M$, Hermitian or not, and is that all the freedom there is? I would like to see it stated rigorously and checked by machine.

## Reordering produces the trace

Yes to both, with one proviso for the second: the algebra must not be the zero algebra. The anticommutation relations are enough, and no Fock space or vacuum is needed.

Write $Q(M)=\sum_{ij}M_{ij}\Psi_i^*\Psi_j$, with $i,j$ running over all $2n$ Nambu indices, and let $\tilde i$ be the index $i$ moved to the other block. Then $\Psi_i^*=\Psi_{\tilde i}$. The relations $\{c_i,c_j\}=0$ and $\{c_i,c_j^*\}=\delta_{ij}$, together with the adjoint of the first, combine into

$$\Psi_i^*\Psi_j+\Psi_j\Psi_i^*=\delta_{ij}.$$

If $i$ and $j$ lie in the same block, this is the relation between an annihilator and a creator. If they lie in different blocks, it involves two creators or two annihilators, and both sides vanish.

Conjugation by $S$ moves both indices to the other block, so $(SM^{\mathsf T}S)_{ij}=M_{\tilde j\tilde i}$. Renaming $i\to\tilde j$ and $j\to\tilde i$ in the sum gives

$$Q(SM^{\mathsf T}S)=\sum_{ij}M_{\tilde j\tilde i}\Psi_i^*\Psi_j=\sum_{ij}M_{ij}\Psi_j\Psi_i^*.$$

Adding $Q(M)$ and using the anticommutator,

$$Q(M)+Q(SM^{\mathsf T}S)=\sum_{ij}M_{ij}\delta_{ij}=\operatorname{tr}M.$$

With $K=(M-SM^{\mathsf T}S)/2$, linearity gives

$$Q(K)=\tfrac12\bigl(Q(M)-Q(SM^{\mathsf T}S)\bigr)=Q(M)-\tfrac12\operatorname{tr}M,$$

which is the claim. For one mode and $M=\operatorname{diag}(\varepsilon,0)$ it reads $\varepsilon c^*c=\frac{\varepsilon}{2}(c^*c-cc^*)+\frac{\varepsilon}{2}$.

## The operator determines $K$ and the trace

For a single bilinear,

$$[\Psi_i^*\Psi_j,\Psi_k]=\Psi_i^*\{\Psi_j,\Psi_k\}-\{\Psi_i^*,\Psi_k\}\Psi_j=\delta_{\tilde k j}\Psi_i^*-\delta_{ik}\Psi_j.$$

Multiply by $M_{ij}$ and sum. In the first term, replace $\Psi_i^*$ by $\Psi_{\tilde i}$ and rename $\tilde i$ as $j$:

$$[Q(M),\Psi_k]=\sum_j\bigl(M_{\tilde j\tilde k}-M_{kj}\bigr)\Psi_j=-2\sum_jK_{kj}\Psi_j.$$

Anticommuting $\sum_jK_{kj}\Psi_j$ with $\Psi_l^*$ leaves $K_{kl}$ times the identity. Equal operators therefore have equal $K$, and the first identity then forces equal traces.

If $M$ is Hermitian, complex conjugation exchanges its indices, so

$$(S\overline KS)_{ij}=\tfrac12\bigl(\overline{M_{\tilde i\tilde j}}-\overline{M_{ji}}\bigr)=\tfrac12\bigl(M_{\tilde j\tilde i}-M_{ij}\bigr)=-K_{ij}.$$

This is the particle-hole symmetry of a Bogoliubov-de Gennes matrix.

## The Lean file and how to read it

```lean
import Mathlib

open Matrix

namespace NambuRedundancy

noncomputable section

variable {ι A : Type*} [Fintype ι] [DecidableEq ι] [Ring A] [StarRing A] [Algebra ℂ A]

/-- The canonical anticommutation relations for a family of fermionic modes. -/
structure IsCAR (c : ι → A) : Prop where
  anti : ∀ i j, c i * c j + c j * c i = 0
  canon : ∀ i j, c i * star (c j) + star (c j) * c i = if i = j then 1 else 0

/-- The Nambu spinor: all annihilators, followed by all creators. -/
def nambu (c : ι → A) : ι ⊕ ι → A := Sum.elim c (fun i => star (c i))

/-- The quadratic operator `∑ M_ij Ψ_i* Ψ_j` built from a matrix `M`. -/
def form (c : ι → A) (M : Matrix (ι ⊕ ι) (ι ⊕ ι) ℂ) : A :=
  ∑ i, ∑ j, M i j • (star (nambu c i) * nambu c j)

/-- The matrix `S` that exchanges the annihilator and creator blocks. -/
def blockSwap (ι : Type*) [DecidableEq ι] : Matrix (ι ⊕ ι) (ι ⊕ ι) ℂ :=
  Matrix.fromBlocks 0 1 1 0

/-- The Bogoliubov-de Gennes part `(M - S Mᵀ S) / 2` of a matrix. -/
def bdgPart (M : Matrix (ι ⊕ ι) (ι ⊕ ι) ℂ) : Matrix (ι ⊕ ι) (ι ⊕ ι) ℂ :=
  (1 / 2 : ℂ) • (M - blockSwap ι * Mᵀ * blockSwap ι)

/-- Conjugation by `S` swaps the block of both matrix indices. -/
theorem blockSwap_conj (N : Matrix (ι ⊕ ι) (ι ⊕ ι) ℂ) (a b : ι ⊕ ι) :
    (blockSwap ι * N * blockSwap ι) a b = N a.swap b.swap := by
  rcases a with a | a <;> rcases b with b | b <;>
    simp [blockSwap, Matrix.mul_apply, Fintype.sum_sum_type, Matrix.one_apply]

/-- The entries of the Bogoliubov-de Gennes part. -/
theorem bdgPart_apply (M : Matrix (ι ⊕ ι) (ι ⊕ ι) ℂ) (a b : ι ⊕ ι) :
    bdgPart M a b = 1 / 2 * (M a b - M b.swap a.swap) := by
  rw [bdgPart, Matrix.smul_apply, Matrix.sub_apply, blockSwap_conj,
    Matrix.transpose_apply, smul_eq_mul]

omit [Fintype ι] [DecidableEq ι] [Algebra ℂ A] in
/-- The adjoint of a Nambu component is the component with the block swapped. -/
theorem star_nambu (c : ι → A) (a : ι ⊕ ι) : star (nambu c a) = nambu c a.swap := by
  rcases a with a | a <;> simp [nambu]

omit [Fintype ι] [Algebra ℂ A] in
/-- The Nambu components obey `Ψ_a* Ψ_b + Ψ_b Ψ_a* = δ_ab`. -/
theorem nambu_anticomm {c : ι → A} (h : IsCAR c) (a b : ι ⊕ ι) :
    star (nambu c a) * nambu c b + nambu c b * star (nambu c a)
      = if a = b then 1 else 0 := by
  rcases a with i | i <;> rcases b with j | j
  · have := h.canon j i
    by_cases e : i = j
    · subst e
      simpa [nambu, add_comm] using this
    · simpa [nambu, e, Ne.symm e, add_comm] using this
  · have := congrArg star (h.anti j i)
    simpa [nambu] using this
  · simpa [nambu] using h.anti i j
  · simpa [nambu] using h.canon i j

/-- The quadratic operators of `M` and of `S Mᵀ S` add up to the trace of `M`. -/
theorem form_add_reflected {c : ι → A} (h : IsCAR c) (M : Matrix (ι ⊕ ι) (ι ⊕ ι) ℂ) :
    form c M + form c (blockSwap ι * Mᵀ * blockSwap ι) = M.trace • (1 : A) := by
  -- relabelling turns the reflected form into the oppositely ordered one
  have h2 : form c (blockSwap ι * Mᵀ * blockSwap ι)
      = ∑ i, ∑ j, M i j • (nambu c j * star (nambu c i)) := by
    unfold form
    rw [Finset.sum_comm]
    refine Fintype.sum_equiv (Equiv.sumComm ι ι) _ _ fun b =>
      Fintype.sum_equiv (Equiv.sumComm ι ι) _ _ fun a => ?_
    simp [blockSwap_conj, star_nambu]
  rw [h2]
  unfold form
  simp only [← Finset.sum_add_distrib, ← smul_add, nambu_anticomm h]
  simp [Matrix.trace, Finset.sum_smul, add_smul]

/-- Nambu redundancy: the quadratic operator of any matrix `M` equals that of
`(M - S Mᵀ S) / 2` plus half the trace of `M`. -/
theorem nambu_redundancy {c : ι → A} (h : IsCAR c) (M : Matrix (ι ⊕ ι) (ι ⊕ ι) ℂ) :
    form c M = form c (bdgPart M) + (M.trace / 2) • (1 : A) := by
  have lin : form c (bdgPart M)
      = (1 / 2 : ℂ) • (form c M - form c (blockSwap ι * Mᵀ * blockSwap ι)) := by
    simp only [form, bdgPart, Matrix.smul_apply, Matrix.sub_apply, smul_eq_mul, mul_smul,
      sub_smul, smul_sub, Finset.sum_sub_distrib, Finset.smul_sum]
  have e : form c (blockSwap ι * Mᵀ * blockSwap ι) = M.trace • (1 : A) - form c M := by
    rw [← form_add_reflected h M]
    abel
  rw [lin, e]
  module

/-- The commutator of the quadratic operator with a Nambu component is linear in the
Nambu spinor, with coefficients `-2` times a row of the Bogoliubov-de Gennes part. -/
theorem form_commutator {c : ι → A} (h : IsCAR c) (M : Matrix (ι ⊕ ι) (ι ⊕ ι) ℂ)
    (k : ι ⊕ ι) :
    form c M * nambu c k - nambu c k * form c M
      = (-2 : ℂ) • ∑ j, bdgPart M k j • nambu c j := by
  have anti : ∀ j, nambu c k * nambu c j + nambu c j * nambu c k
      = if k.swap = j then 1 else 0 := fun j => by
    simpa [star_nambu] using nambu_anticomm h k.swap j
  -- the commutator of a single bilinear, from two anticommutators
  have term : ∀ i j, star (nambu c i) * nambu c j * nambu c k
      - nambu c k * (star (nambu c i) * nambu c j)
      = (if k.swap = j then star (nambu c i) else 0) - (if i = k then nambu c j else 0) := by
    intro i j
    calc _ = star (nambu c i) * (nambu c k * nambu c j + nambu c j * nambu c k)
          - (star (nambu c i) * nambu c k + nambu c k * star (nambu c i)) * nambu c j := by
            noncomm_ring
      _ = _ := by
            rw [anti, nambu_anticomm h]
            split_ifs <;> simp
  have h1 : ∑ i, ∑ j, M i j • (if k.swap = j then star (nambu c i) else 0)
      = ∑ j, M j.swap k.swap • nambu c j := by
    simp only [smul_ite, smul_zero, Finset.sum_ite_eq, Finset.mem_univ, if_true]
    exact Fintype.sum_equiv (Equiv.sumComm ι ι) _ _ fun i => by simp [star_nambu]
  have h2 : ∑ i, ∑ j, M i j • (if i = k then nambu c j else 0)
      = ∑ j, M k j • nambu c j := by
    rw [Finset.sum_comm]
    simp
  have h3 : form c M * nambu c k - nambu c k * form c M
      = ∑ i, ∑ j, M i j • (star (nambu c i) * nambu c j * nambu c k
        - nambu c k * (star (nambu c i) * nambu c j)) := by
    simp only [form, Finset.sum_mul, Finset.mul_sum, smul_mul_assoc, mul_smul_comm,
      smul_sub, Finset.sum_sub_distrib]
  rw [h3]
  simp only [term, smul_sub, Finset.sum_sub_distrib]
  rw [h1, h2, ← Finset.sum_sub_distrib, Finset.smul_sum]
  refine Finset.sum_congr rfl fun j _ => ?_
  rw [bdgPart_apply]
  module

/-- Two matrices define the same quadratic operator exactly when their
Bogoliubov-de Gennes parts and their traces agree. -/
theorem form_eq_iff [Nontrivial A] {c : ι → A} (h : IsCAR c)
    (M N : Matrix (ι ⊕ ι) (ι ⊕ ι) ℂ) :
    form c M = form c N ↔ bdgPart M = bdgPart N ∧ M.trace = N.trace := by
  have inj : ∀ a b : ℂ, a • (1 : A) = b • (1 : A) → a = b := fun a b e =>
    (algebraMap ℂ A).injective (by simpa only [Algebra.algebraMap_eq_smul_one] using e)
  -- anticommuting with `Ψ_k*` reads off the coefficient of `Ψ_k`
  have coeff : ∀ (v : ι ⊕ ι → ℂ) (k : ι ⊕ ι),
      star (nambu c k) * (∑ j, v j • nambu c j) + (∑ j, v j • nambu c j) * star (nambu c k)
        = v k • (1 : A) := by
    intro v k
    simp only [Finset.mul_sum, Finset.sum_mul, mul_smul_comm, smul_mul_assoc,
      ← Finset.sum_add_distrib, ← smul_add, nambu_anticomm h]
    simp
  constructor
  · intro hMN
    have hb : bdgPart M = bdgPart N := by
      ext k j
      have e := form_commutator h M k
      rw [hMN, form_commutator h N k] at e
      have e' : ∑ j, bdgPart M k j • nambu c j = ∑ j, bdgPart N k j • nambu c j := by
        linear_combination (norm := module) (1 / 2 : ℂ) • e
      apply inj
      rw [← coeff (bdgPart M k) j, ← coeff (bdgPart N k) j, e']
    refine ⟨hb, ?_⟩
    rw [nambu_redundancy h M, nambu_redundancy h N, hb] at hMN
    have ht := inj _ _ (add_left_cancel hMN)
    linear_combination 2 * ht
  · rintro ⟨hb, ht⟩
    rw [nambu_redundancy h M, nambu_redundancy h N, hb, ht]

/-- For Hermitian `M`, the Bogoliubov-de Gennes part `K` has the particle-hole symmetry
`S K̄ S = -K`, where the bar is entrywise complex conjugation. -/
theorem bdgPart_particle_hole {M : Matrix (ι ⊕ ι) (ι ⊕ ι) ℂ} (hM : M.IsHermitian) :
    blockSwap ι * (bdgPart M).map star * blockSwap ι = -bdgPart M := by
  have e : ∀ i j, star (M i j) = M j i := fun i j => hM.apply j i
  have half : star (1 / 2 : ℂ) = 1 / 2 := by simp
  ext a b
  rw [blockSwap_conj, Matrix.map_apply, Matrix.neg_apply, bdgPart_apply, bdgPart_apply]
  simp only [star_mul', star_sub, e, half, Sum.swap_swap]
  ring

/-- The lowering matrix of a single two-level mode. -/
def lowering : Matrix (Fin 2) (Fin 2) ℂ := !![0, 1; 0, 0]

/-- Two fermionic modes as explicit block matrices on a four-dimensional space. -/
def twoModes : Fin 2 → Matrix (Fin 2 ⊕ Fin 2) (Fin 2 ⊕ Fin 2) ℂ :=
  ![Matrix.fromBlocks 0 1 0 0, Matrix.fromBlocks lowering 0 0 (-lowering)]

/-- The two explicit matrix modes satisfy the canonical anticommutation relations. -/
theorem isCAR_witness : IsCAR twoModes := by
  -- the relations of a single mode
  have sq : lowering * lowering = 0 := by
    ext i j
    fin_cases i <;> fin_cases j <;> simp [lowering, Matrix.mul_apply, Fin.sum_univ_succ]
  have adj : loweringᴴ = !![0, 0; 1, 0] := by
    ext i j
    fin_cases i <;> fin_cases j <;> simp [lowering, Matrix.conjTranspose_apply]
  have ac : lowering * loweringᴴ + loweringᴴ * lowering = 1 := by
    rw [adj]
    ext i j
    simp only [Matrix.add_apply, Matrix.mul_apply, Fin.sum_univ_two]
    fin_cases i <;> fin_cases j <;> simp [lowering]
  have z : Matrix.fromBlocks (0 : Matrix (Fin 2) (Fin 2) ℂ) (0 : Matrix (Fin 2) (Fin 2) ℂ)
      (0 : Matrix (Fin 2) (Fin 2) ℂ) (0 : Matrix (Fin 2) (Fin 2) ℂ) = 0 := by
    ext i j
    rcases i with i | i <;> rcases j with j | j <;> rfl
  -- the relations of both modes, block by block
  constructor <;> intro i j <;> fin_cases i <;> fin_cases j <;>
    simp [twoModes, Matrix.star_eq_conjTranspose, Matrix.fromBlocks_conjTranspose,
      Matrix.fromBlocks_multiply, Matrix.fromBlocks_add, sq, ac, z]

end

end NambuRedundancy
```

```lean
#print axioms NambuRedundancy.nambu_redundancy
-- 'NambuRedundancy.nambu_redundancy' depends on axioms: [propext, Classical.choice, Quot.sound]
#print axioms NambuRedundancy.form_eq_iff
-- 'NambuRedundancy.form_eq_iff' depends on axioms: [propext, Classical.choice, Quot.sound]
#print axioms NambuRedundancy.bdgPart_particle_hole
-- 'NambuRedundancy.bdgPart_particle_hole' depends on axioms: [propext, Classical.choice, Quot.sound]
```

The type `ι` labels the modes and may be any finite type. Nambu indices live in `ι ⊕ ι`, where the left copy holds annihilators and the right copy creators, and `Sum.swap` is the tilde above. The type `A` is the operator algebra: a ring with an adjoint `star` and complex scalars. `IsCAR c` records the two anticommutation relations, `nambu c` is $\Psi$, `form c M` is $Q(M)$, `blockSwap ι` is $S$ and `bdgPart M` is $K$. A constant such as $\operatorname{tr}(M)/2$ appears as a multiple of `(1 : A)`.

In words, `nambu_redundancy` says that for any modes obeying `IsCAR` and any complex matrix `M`, the operator of `M` equals the operator of `bdgPart M` plus half the trace of `M` times the identity. `form_eq_iff` says that two matrices give the same operator exactly when their `bdgPart`s and their traces agree. It assumes `Nontrivial A`, meaning $1\neq0$, since in the zero algebra all operators coincide. Only `bdgPart_particle_hole` requires `M` to be Hermitian.

The convention is $K=(M-SM^{\mathsf T}S)/2$ with no further factor of $\tfrac12$ in front of the quadratic form. If the quadratic form is instead written as $\frac12\Psi^*H\Psi$, with $H$ chosen to satisfy $H=-SH^{\mathsf T}S$, then $H=2K$, and the separate constant $\operatorname{tr}(M)/2$ is unchanged. Infinitely many modes, interaction terms and the diagonalisation of $K$ are not covered.

For a mean-field superconductor with finitely many modes, the result gives the constant produced by rewriting the quadratic part of the Hamiltonian in Bogoliubov-de Gennes form. A total energy includes this constant, and also any scalar term left by the mean-field decoupling of the interaction, which the result does not determine.

## How the proof follows the calculation

`blockSwap_conj` and `bdgPart_apply` give the entries of $SNS$ and $K$. `star_nambu` is $\Psi_i^*=\Psi_{\tilde i}$, and `nambu_anticomm` proves the combined anticommutator by splitting into the four block cases.

In `form_add_reflected`, the step `h2` is the renaming of indices: `Finset.sum_comm` exchanges the two sums, and `Equiv.sumComm` moves each index to the other block. The anticommutator then collapses the double sum to the trace. `nambu_redundancy` expands $Q(K)$ by linearity in `lin`, solves for the reflected form in `e`, and leaves the remaining linear arithmetic to `module`.

In `form_commutator`, `term` is the commutator of a single bilinear. Its `calc` block first rewrites the commutator through two anticommutators, by `noncomm_ring`, and then evaluates them. `h1` and `h2` carry out the two sums over Kronecker deltas. In `form_eq_iff`, `coeff` is the anticommutation that reads off one coefficient, and `inj` turns equal multiples of the identity into equal complex numbers. `bdgPart_particle_hole` is the entrywise computation for Hermitian $M$.

Finally, `isCAR_witness` checks that the hypotheses describe something real: `twoModes` is a pair of $4\times4$ matrices that satisfies `IsCAR`. The relations are verified block by block from those of the single $2\times2$ matrix `lowering`.

## Without anticommutation between modes, the identity fails

The minus sign in the second matrix of `twoModes` is the Jordan-Wigner sign. Remove it, and $c_0$ and $c_1$ become the lowering operators of two separate spins. Each still satisfies the relations of a single mode, but operators of different spins now commute.

Take $M$ with a single nonzero entry, equal to 1, chosen so that $Q(M)=c_0^*c_1$. Its trace is zero, and

$$Q(K)=\tfrac12\bigl(c_0^*c_1-c_1c_0^*\bigr)=0,$$

because the two factors commute. The identity would then give $c_0^*c_1=0$, yet this operator moves an excitation from one spin to the other and is not zero.
